# The energy derivative of an orbital scaled to radius R is R² times the scaled energy derivative

From an orbital v(ε, x) on the unit sphere, the scaled orbital on a sphere of radius R is R^(-1/2) v(ER², r/R). The theorem says that its derivative in the energy E, at fixed r, is R² times the function obtained by scaling the energy derivative of v in the same way. Here v is any real function of two real variables that is differentiable in its energy argument at ER², with the position held at r/R; neither a radial equation nor normalisation is assumed. The proof applies the chain rule to the map from E to ER², multiplies by the constant R^(-1/2), and leaves the rearrangement of factors to `ring`.

In Lean, a first try:

```lean
import Mathlib

open MeasureTheory Set

namespace LinearizationScaling

noncomputable section

/-- The orbital `R^(-1/2) v(E R², r/R)` on a sphere of radius `R`, built from an orbital `v`
on the unit sphere. -/
def scaledOrbital (R : ℝ) (v : ℝ → ℝ → ℝ) (E r : ℝ) : ℝ :=
  (√R)⁻¹ * v (E * R ^ 2) (r / R)

/-- The energy derivative of an orbital at fixed radius. -/
def energyDeriv (u : ℝ → ℝ → ℝ) (E r : ℝ) : ℝ := deriv (fun e => u e r) E

/-- The energy derivative of the scaled orbital is `R²` times the scaled energy derivative. -/
theorem energyDeriv_scaledOrbital {R E r : ℝ} {v : ℝ → ℝ → ℝ}
    (hv : DifferentiableAt ℝ (fun e => v e (r / R)) (E * R ^ 2)) :
    HasDerivAt (fun e => scaledOrbital R v e r)
      (R ^ 2 * scaledOrbital R (energyDeriv v) E r) E := by
  have h1 : HasDerivAt (fun e : ℝ => e * R ^ 2) (R ^ 2) E := hasDerivAt_mul_const (R ^ 2)
  have h2 : HasDerivAt (fun e => v (e * R ^ 2) (r / R))
      (energyDeriv v (E * R ^ 2) (r / R) * R ^ 2) E :=
    HasDerivAt.comp E hv.hasDerivAt h1
  refine (h2.const_mul (√R)⁻¹).congr_deriv ?_
  unfold scaledOrbital
  ring

end

end LinearizationScaling
```

Lean reports:

```
Main.lean:25:4: error: Type mismatch
  HasDerivAt.comp E ?m.195 h1
has type
  HasDerivAt (?m.185 ∘ fun e => e * R ^ 2) (?m.187 * R ^ 2) E
but is expected to have type
  HasDerivAt (fun e => v (e * R ^ 2) (r / R)) (energyDeriv v (E * R ^ 2) (r / R) * R ^ 2) E
```

Cause. The error is in the chain rule step, `h2`. `HasDerivAt.comp` yields a derivative for a composition, `?m.185 ∘ fun e => e * R ^ 2`, whose outer function is still unknown when Lean compares it with the goal. Lean has to find that function from `fun e => v (e * R ^ 2) (r / R)`. There the inner value `e * R ^ 2` is the first argument of `v`, with `r / R` after it, and Lean's unifier does not find the function `fun e => v e (r / R)`. The term `hv.hasDerivAt`, which would have supplied it, is still the placeholder `?m.195` in the message.

The repair states the outer derivative first, as `h3`, with its function written out and its point given as the inner map applied to `E`. `h3.comp E h1` then has nothing to guess, and its result is named `h4`. The composition in `h4` unfolds to the function in `h2`, so Lean accepts `h4` as a proof of `h2`, whose statement is unchanged.

Lean accepts the file once it reads:

```diff
@@ -21,7 +21,9 @@
       (R ^ 2 * scaledOrbital R (energyDeriv v) E r) E := by
   have h1 : HasDerivAt (fun e : ℝ => e * R ^ 2) (R ^ 2) E := hasDerivAt_mul_const (R ^ 2)
+  have h3 : HasDerivAt (fun e => v e (r / R)) (energyDeriv v (E * R ^ 2) (r / R))
+      ((fun e : ℝ => e * R ^ 2) E) := hv.hasDerivAt
+  have h4 := h3.comp E h1
   have h2 : HasDerivAt (fun e => v (e * R ^ 2) (r / R))
-      (energyDeriv v (E * R ^ 2) (r / R) * R ^ 2) E :=
-    HasDerivAt.comp E hv.hasDerivAt h1
+      (energyDeriv v (E * R ^ 2) (r / R) * R ^ 2) E := h4
   refine (h2.const_mul (√R)⁻¹).congr_deriv ?_
   unfold scaledOrbital
```
